# In a linearised chain, a breather harmonic has a decaying tail exactly when it lies outside the phonon band

A: A breather is a localised, time-periodic vibration of a nonlinear lattice; far from its core the motion is small, and the equations can be linearised. Take a half-infinite chain of unit masses with on-site frequency w0 and nearest-neighbour coupling C > 0, linearised about rest, whose first site may be driven in any way. An oscillation at the k-th harmonic kW of a breather frequency W can have a nonzero amplitude that tends to zero along the chain if and only if k²W² lies outside [w0², w0² + 4C]. This interval is the phonon band: a plane wave with phase difference q between neighbours has squared frequency w0² + 2C(1 − cos q). Behind the criterion is a fact about real sequences: a_{n+2} + a_n = s a_{n+1} has a nonzero solution tending to zero if and only if |s| > 2.

```lean
import Mathlib

open Filter Topology

namespace BreatherTail

noncomputable section
```

Q: The second statement is algebra. If you start from the recurrence, where is the physics?

A: The recurrence is only given a name at first. `IsTail s a` says that the real amplitudes a_n, with n = 0, 1, 2, …, obey it.

```lean
/-- The amplitudes `a n` obey the three-term recurrence with coefficient `s`. -/
def IsTail (s : ℝ) (a : ℕ → ℝ) : Prop :=
  ∀ n, a (n + 2) + a n = s * a (n + 1)
```

The physics enters through Newton's equations. With u_n(t) the displacement of site n and unit mass, they read

ü_{n+1} = −w0² u_{n+1} + C (u_{n+2} − 2u_{n+1} + u_n).

Here w0² is the curvature of the local potential at its minimum, and C is the stiffness of the spring between neighbours.

```lean
/-- The displacements `u n t` obey the linearised Newton equations of a chain with on-site
frequency `w0` and coupling `C`, at every site after the first; `v` is the velocity. -/
def TailMotion (w0 C : ℝ) (u : ℕ → ℝ → ℝ) : Prop :=
  ∃ v : ℕ → ℝ → ℝ, ∀ n t, HasDerivAt (u n) (v n t) t ∧
    HasDerivAt (v (n + 1))
      (-w0 ^ 2 * u (n + 1) t + C * (u (n + 2) t - 2 * u (n + 1) t + u n t)) t
```

`HasDerivAt` makes `v` the true time derivative of `u`, and the force the true time derivative of `v`, at every time t.

Q: The force law starts at site 1. What happened to site 0?

A: It is where the tail joins the breather core. Its motion is differentiable but otherwise free, since the core may push it in any way. A decaying tail at frequency Ω is then a nonzero amplitude profile that moves as a_n cos(Ωt), solves these equations and tends to zero with n.

```lean
/-- The chain carries a nonzero oscillation `a n * cos (Ω t)` whose amplitude tends to zero
along the chain. -/
def HasDecayingTail (w0 C Ω : ℝ) : Prop :=
  ∃ a : ℕ → ℝ, a ≠ 0 ∧ TailMotion w0 C (fun n t => a n * Real.cos (Ω * t)) ∧
    Tendsto a atTop (𝓝 0)
```

Q: Now derive the recurrence.

A: Insert u_n = a_n cos(Ωt) and cancel the cosine, for instance by setting t = 0:

−Ω² a_{n+1} = −w0² a_{n+1} + C (a_{n+2} − 2a_{n+1} + a_n).

Collecting terms gives

C (a_{n+2} + a_n) = (2C + w0² − Ω²) a_{n+1},

and division by C gives the recurrence with

s = 2 + (w0² − Ω²)/C.

This s is `tailCoeff`, and the lemma after it is the same formula multiplied by C.

```lean
/-- The recurrence coefficient at frequency `Ω`, for coupling `C ≠ 0`. -/
def tailCoeff (w0 C Ω : ℝ) : ℝ := 2 + (w0 ^ 2 - Ω ^ 2) / C

lemma mul_tailCoeff {C : ℝ} (hC : C ≠ 0) (w0 Ω : ℝ) :
    C * tailCoeff w0 C Ω = 2 * C + w0 ^ 2 - Ω ^ 2 := by
  have h : C * ((w0 ^ 2 - Ω ^ 2) / C) = w0 ^ 2 - Ω ^ 2 := by field_simp
  rw [tailCoeff, mul_add, h]
  ring
```

The next theorem proves the equivalence in both directions. From Newton to the recurrence, uniqueness of derivatives fixes the velocity, and the accelerations are compared at t = 0. In the other direction, the recurrence is multiplied by −C cos(Ωt), which restores the force law at all times.

```lean
/-- An oscillation `a n * cos (Ω t)` solves the linearised Newton equations exactly when its
amplitudes obey the recurrence with coefficient `2 + (w0² - Ω²) / C`. -/
theorem tailMotion_cos_iff {C : ℝ} (hC : C ≠ 0) (w0 Ω : ℝ) (a : ℕ → ℝ) :
    TailMotion w0 C (fun n t => a n * Real.cos (Ω * t)) ↔ IsTail (tailCoeff w0 C Ω) a := by
  have hs := mul_tailCoeff hC w0 Ω
  have h0 : ∀ t : ℝ, HasDerivAt (fun t : ℝ => Ω * t) Ω t := fun t =>
    ((hasDerivAt_id' t).const_mul Ω).congr_deriv (mul_one Ω)
  have hcos : ∀ n t, HasDerivAt (fun t => a n * Real.cos (Ω * t))
      (-(a n * Ω) * Real.sin (Ω * t)) t := fun n t =>
    ((h0 t).cos.const_mul (a n)).congr_deriv (by ring)
  have hsin : ∀ n t, HasDerivAt (fun t => -(a n * Ω) * Real.sin (Ω * t))
      (-(a n * Ω ^ 2) * Real.cos (Ω * t)) t := fun n t =>
    ((h0 t).sin.const_mul (-(a n * Ω))).congr_deriv (by ring)
  constructor
  · rintro ⟨v, hv⟩ n
    -- the velocity is fixed by the displacement; compare accelerations at time zero
    have hv' : v (n + 1) = fun t => -(a (n + 1) * Ω) * Real.sin (Ω * t) :=
      funext fun t => (hv (n + 1) t).1.unique (hcos (n + 1) t)
    have h2 := (hv n 0).2
    rw [hv'] at h2
    have h3 := h2.unique (hsin (n + 1) 0)
    simp only [mul_zero, Real.cos_zero, mul_one] at h3
    apply mul_left_cancel₀ hC
    linear_combination h3 - a (n + 1) * hs
  · intro h
    refine ⟨fun n t => -(a n * Ω) * Real.sin (Ω * t), fun n t =>
      ⟨hcos n t, (hsin (n + 1) t).congr_deriv ?_⟩⟩
    show -(a (n + 1) * Ω ^ 2) * Real.cos (Ω * t) =
      -w0 ^ 2 * (a (n + 1) * Real.cos (Ω * t)) + C * (a (n + 2) * Real.cos (Ω * t)
        - 2 * (a (n + 1) * Real.cos (Ω * t)) + a n * Real.cos (Ω * t))
    linear_combination (-C * Real.cos (Ω * t)) * h n - a (n + 1) * Real.cos (Ω * t) * hs
```

Q: Inside the band I expect waves that don't decay. But at the edges, |s| = 2, the two characteristic roots coincide. Do you treat that case separately?

A: No, a conserved quantity covers it. Let

Q_n = a_{n+1}² − s a_{n+1} a_n + a_n².

Then

Q_{n+1} − Q_n = (a_{n+2} − a_n)(a_{n+2} + a_n − s a_{n+1}) = 0.

The induction step in Lean uses this factorisation.

```lean
/-- The quadratic form `a (n+1)² - s a (n+1) a n + a n²` has the same value all along the
chain. -/
theorem tail_invariant {s : ℝ} {a : ℕ → ℝ} (ha : IsTail s a) (n : ℕ) :
    a (n + 1) ^ 2 - s * a (n + 1) * a n + a n ^ 2 = a 1 ^ 2 - s * a 1 * a 0 + a 0 ^ 2 := by
  induction n with
  | zero => rfl
  | succ n ih => linear_combination ih + (a (n + 2) - a n) * ha n
```

If a_n → 0, then Q_n → 0, and being constant it is zero. For |s| ≤ 2 this gives

a_{n+1}² + a_n² = s a_{n+1} a_n ≤ 2 |a_{n+1}| |a_n|,

hence

(|a_{n+1}| − |a_n|)² ≤ 0.

Neighbouring amplitudes therefore have equal size. All of them have size |a_0|, and since they tend to zero, all vanish. In the proof, `hQ`, `hstep` and `hconst` are these three stages.

```lean
/-- For `|s| ≤ 2` the only solution of the recurrence that tends to zero is zero. -/
theorem eq_zero_of_abs_le_two {s : ℝ} (hs : |s| ≤ 2) {a : ℕ → ℝ} (ha : IsTail s a)
    (hlim : Tendsto a atTop (𝓝 0)) : a = 0 := by
  have h1 : Tendsto (fun n => a (n + 1)) atTop (𝓝 0) := hlim.comp (tendsto_add_atTop_nat 1)
  -- the invariant tends to zero, hence vanishes
  have hQ : a 1 ^ 2 - s * a 1 * a 0 + a 0 ^ 2 = 0 := by
    have h := (((h1.pow 2).sub ((h1.const_mul s).mul hlim)).add (hlim.pow 2)).congr
      (tail_invariant ha)
    have h' := tendsto_nhds_unique tendsto_const_nhds h
    rw [h']
    ring
  -- so neighbouring amplitudes have equal size
  have hstep : ∀ n, |a (n + 1)| = |a n| := by
    intro n
    have hn := (tail_invariant ha n).trans hQ
    have hle : s * a (n + 1) * a n ≤ 2 * (|a (n + 1)| * |a n|) := by
      calc s * a (n + 1) * a n ≤ |s * a (n + 1) * a n| := le_abs_self _
        _ = |s| * (|a (n + 1)| * |a n|) := by rw [abs_mul, abs_mul, mul_assoc]
        _ ≤ 2 * (|a (n + 1)| * |a n|) := mul_le_mul_of_nonneg_right hs (by positivity)
    have hsq : (|a (n + 1)| - |a n|) ^ 2 = 0 := by
      apply le_antisymm _ (sq_nonneg _)
      nlinarith [sq_abs (a (n + 1)), sq_abs (a n)]
    exact sub_eq_zero.1 (pow_eq_zero_iff two_ne_zero |>.1 hsq)
  have hconst : ∀ n, |a n| = |a 0| := by
    intro n
    induction n with
    | zero => rfl
    | succ n ih => exact (hstep n).trans ih
  have hz : |a 0| = |(0 : ℝ)| :=
    tendsto_nhds_unique tendsto_const_nhds (hlim.abs.congr hconst)
  funext n
  exact abs_eq_zero.1 ((hconst n).trans (hz.trans abs_zero))
```

Q: And outside the band?

A: Try a_n = rⁿ, which works if r² + 1 = s r. For s > 2 take

r = (s − √(s² − 4))/2.

Since s² − 4 = (s − 2)(s + 2), the square root lies strictly between s − 2 and s + 2, which gives −1 < r < 1.

```lean
lemma exists_root_of_two_lt {s : ℝ} (hs : 2 < s) : ∃ r : ℝ, |r| < 1 ∧ r ^ 2 + 1 = s * r := by
  have hd : √(s ^ 2 - 4) ^ 2 = s ^ 2 - 4 := Real.sq_sqrt (by nlinarith)
  have hd0 := Real.sqrt_nonneg (s ^ 2 - 4)
  have hlow : s - 2 < √(s ^ 2 - 4) := by nlinarith
  have hup : √(s ^ 2 - 4) < s + 2 := by nlinarith
  refine ⟨(s - √(s ^ 2 - 4)) / 2, abs_lt.2 ⟨by linarith, by linarith⟩, ?_⟩
  linear_combination hd / 4
```

For s < −2, apply this to −s and change the sign of the root. The sequence rⁿ tends to zero, and it is nonzero because it starts at 1. Together with the vanishing result for |s| ≤ 2, this proves the criterion for sequences.

```lean
/-- The recurrence has a nonzero solution tending to zero exactly when `|s| > 2`. -/
theorem exists_decaying_iff (s : ℝ) :
    (∃ a : ℕ → ℝ, a ≠ 0 ∧ IsTail s a ∧ Tendsto a atTop (𝓝 0)) ↔ 2 < |s| := by
  constructor
  · rintro ⟨a, hne, ha, hlim⟩
    by_contra h
    exact hne (eq_zero_of_abs_le_two (not_lt.1 h) ha hlim)
  · intro h
    have hroot : ∃ r : ℝ, |r| < 1 ∧ r ^ 2 + 1 = s * r := by
      rcases lt_abs.1 h with h | h
      · exact exists_root_of_two_lt h
      · obtain ⟨r, hr, he⟩ := exists_root_of_two_lt h
        exact ⟨-r, by rwa [abs_neg], by linear_combination he⟩
    obtain ⟨r, hr, he⟩ := hroot
    refine ⟨fun n => r ^ n, fun h0 => ?_, fun n => ?_,
      tendsto_pow_atTop_nhds_zero_of_abs_lt_one hr⟩
    · have h1 : r ^ 0 = 0 := congrFun h0 0
      simp at h1
    · show r ^ (n + 2) + r ^ n = s * r ^ (n + 1)
      linear_combination r ^ n * he
```

Q: You have found one decaying profile. Could there be others with a different decay length?

A: Only multiples of the same one. Given a decaying solution, let b_n = a_{n+1} − r a_n. Then

r b_{n+1} = r (s a_{n+1} − a_n) − r² a_{n+1}
= (r² + 1) a_{n+1} − r a_n − r² a_{n+1}
= b_n.

Repeating this m times gives b_n = rᵐ b_{m+n}. The right-hand side tends to zero as m grows, so b_n = 0. Hence a_{n+1} = r a_n, and a_n = a_0 rⁿ. The names `hstep`, `hpow` and `hzero` follow this order.

```lean
/-- If `r` is a root of `r² + 1 = s r` with `|r| < 1`, every solution tending to zero is the
geometric profile `a 0 * r ^ n`. -/
theorem decaying_eq_geometric {s r : ℝ} (hr : |r| < 1) (he : r ^ 2 + 1 = s * r)
    {a : ℕ → ℝ} (ha : IsTail s a) (hlim : Tendsto a atTop (𝓝 0)) (n : ℕ) :
    a n = a 0 * r ^ n := by
  -- `b` measures the departure from the geometric profile
  obtain ⟨b, hb⟩ : ∃ b : ℕ → ℝ, ∀ n, b n = a (n + 1) - r * a n := ⟨_, fun _ => rfl⟩
  have hblim : Tendsto b atTop (𝓝 0) := by
    have h1 : Tendsto (fun n => a (n + 1)) atTop (𝓝 0) :=
      hlim.comp (tendsto_add_atTop_nat 1)
    have h := h1.sub (hlim.const_mul r)
    rw [mul_zero, sub_zero] at h
    exact h.congr fun n => (hb n).symm
  have hstep : ∀ n, b n = r * b (n + 1) := by
    intro n
    rw [hb, hb]
    linear_combination a (n + 1) * he - r * ha n
  have hpow : ∀ n m, b n = r ^ m * b (m + n) := by
    intro n m
    induction m with
    | zero => simp
    | succ m ih =>
      rw [show m + 1 + n = m + n + 1 by omega]
      linear_combination ih + r ^ m * hstep (m + n)
  have hzero : ∀ n, b n = 0 := by
    intro n
    have h2 : Tendsto (fun m => b (m + n)) atTop (𝓝 0) :=
      hblim.comp (tendsto_add_atTop_nat n)
    have h := (tendsto_pow_atTop_nhds_zero_of_abs_lt_one hr).mul h2
    rw [mul_zero] at h
    exact tendsto_nhds_unique tendsto_const_nhds (h.congr fun m => (hpow n m).symm)
  induction n with
  | zero => simp
  | succ n ih => linear_combination hzero n - hb n + r * ih
```

Q: Then only the translation into frequencies is left.

A: Set Ω = kW. From the formula for s,

C (s − 2) = w0² − k²W²,
C (s + 2) = w0² + 4C − k²W².

Because C > 0, s > 2 means k²W² < w0², and s < −2 means k²W² > w0² + 4C. The `nlinarith` calls carry out this multiplication by C.

```lean
/-- The `k`-th harmonic of a breather of frequency `W` has a decaying linear tail exactly when
`k² W²` lies outside the band `[w0², w0² + 4 C]`. -/
theorem harmonic_tail_iff {C : ℝ} (hC : 0 < C) (w0 W : ℝ) (k : ℕ) :
    HasDecayingTail w0 C (k * W) ↔
      (k : ℝ) ^ 2 * W ^ 2 ∉ Set.Icc (w0 ^ 2) (w0 ^ 2 + 4 * C) := by
  have hs := mul_tailCoeff hC.ne' w0 (k * W)
  rw [mul_pow] at hs
  simp only [HasDecayingTail, tailMotion_cos_iff hC.ne']
  rw [exists_decaying_iff, Set.mem_Icc, not_and_or, not_le, not_le, lt_abs]
  -- multiply the condition on the coefficient by the coupling
  constructor
  · rintro (h | h)
    · left
      nlinarith [mul_pos hC (sub_pos.2 h)]
    · right
      nlinarith [mul_pos hC (sub_pos.2 h)]
  · rintro (h | h)
    · left
      by_contra hn
      nlinarith [mul_nonneg hC.le (sub_nonneg.2 (not_lt.1 hn))]
    · right
      by_contra hn
      nlinarith [mul_nonneg hC.le (sub_nonneg.2 (not_lt.1 hn))]
```

In the statement, `Set.Icc` is the closed interval, so a harmonic exactly on a band edge has no decaying tail. The value k = 0 is allowed and describes a static displacement, which can decay exactly when w0 ≠ 0.

Q: Give me numbers.

A: Take w0 = 2, C = 6 and W = 1, in consistent units. The band for the squared frequency is [4, 28].

For k = 1, s = 2 + 3/6 = 5/2 and r = 1/2. The amplitudes are proportional to 1, 1/2, 1/4, …

For k = 2, k²W² = 4 sits on the lower edge and s = 2. The solutions are straight lines in n, and none decays except zero.

For k = 3, 4 and 5, the values 9, 16 and 25 lie inside the band.

For k = 6, s = 2 − 32/6 = −10/3 and r = −1/3. The tail decays again, with neighbours moving in opposite directions.

Q: So the fundamental is safely below the band, and a harmonic still hits it. Is that bad luck?

A: Not for a breather this slow. Suppose w0 > 0 and 0 < W ≤ √(w0² + 4C) − w0, so that W is no larger than the width of the band measured in frequency. Let k be the smallest integer with kW ≥ w0. Then k ≥ 1 and

w0 ≤ kW < w0 + W ≤ √(w0² + 4C).

Squaring puts k²W² in the band. In the example the width is √28 − 2 ≈ 3.29, W is 1, and k is 2. Lean writes this k as `⌈w0 / W⌉₊`, the ceiling of w0/W.

```lean
/-- If the breather frequency `W` does not exceed the width `√(w0² + 4 C) - w0` of the band of
frequencies, some harmonic `k ≥ 1` has no decaying linear tail. -/
theorem slow_breather_resonates {w0 C W : ℝ} (hw : 0 < w0) (hC : 0 < C) (hW : 0 < W)
    (hslow : W ≤ √(w0 ^ 2 + 4 * C) - w0) :
    ∃ k : ℕ, 1 ≤ k ∧ ¬ HasDecayingTail w0 C (k * W) := by
  -- the first harmonic at or above the lower band edge cannot jump over the band
  have hpos : 0 < w0 / W := div_pos hw hW
  have hlow : w0 ≤ (⌈w0 / W⌉₊ : ℝ) * W := (div_le_iff₀ hW).1 (Nat.le_ceil _)
  have hup : (⌈w0 / W⌉₊ : ℝ) * W ≤ √(w0 ^ 2 + 4 * C) := by
    have h1 := mul_lt_mul_of_pos_right (Nat.ceil_lt_add_one hpos.le) hW
    have h2 : (w0 / W + 1) * W = w0 + W := by field_simp
    linarith
  refine ⟨⌈w0 / W⌉₊, Nat.ceil_pos.2 hpos, ?_⟩
  rw [harmonic_tail_iff hC, not_not, ← mul_pow]
  refine ⟨pow_le_pow_left₀ hw.le hlow 2, ?_⟩
  have h := pow_le_pow_left₀ (hw.le.trans hlow) hup 2
  rwa [Real.sq_sqrt (by positivity)] at h

end

end BreatherTail
```

Q: Does that rule out slow breathers?

A: No. No nonlinear breather appears in these definitions; W is a number, and each harmonic is tested alone in the linearised chain. In a real nonlinear lattice a symmetry may remove some of the resonant harmonics (if only odd ones survive, the example loses k = 2 and 4 but keeps 3 and 5), and products of lower harmonics can drive higher ones, whose decay then need not follow rⁿ.

Q: What else has been idealised?

A: The chain is half-infinite, uniform and undamped, with nearest-neighbour springs, and the time dependence is a pure cosine with a common phase. Within that linear one-dimensional model, the criterion can help in choosing a trial frequency for a breather simulation, because it shows which harmonics could radiate into the chain.

```lean
#print axioms BreatherTail.decaying_eq_geometric
#print axioms BreatherTail.harmonic_tail_iff
#print axioms BreatherTail.slow_breather_resonates
```

```
'BreatherTail.decaying_eq_geometric' depends on axioms: [propext, Classical.choice, Quot.sound]
'BreatherTail.harmonic_tail_iff' depends on axioms: [propext, Classical.choice, Quot.sound]
'BreatherTail.slow_breather_resonates' depends on axioms: [propext, Classical.choice, Quot.sound]
```
